# The potential difference that fixes the density of a non-interacting two-electron dimer

Two electrons of opposite spin share the lowest orbital of a two-site model with hopping t > 0 and site potentials v₁, v₂. For positive n₁, n₂ with n₁ + n₂ = 2, the site occupations are n₁ and n₂ exactly when

v₁ − v₂ = t(n₂ − n₁)/√(n₁n₂),

and the total hopping energy is then −2t√(n₁n₂).

In lattice density functional theory these formulas give the Kohn–Sham potential difference and the non-interacting kinetic energy of the Hubbard dimer as explicit functions of the density, for two sites and one doubly occupied orbital. The Hubbard repulsion U does not appear in them; it acts only through the density at which they are evaluated.

## From a completed square to the density

Let φ₁, φ₂ be the complex site amplitudes of an orbital, with |φ₁|² + |φ₂|² = 1, and let a bar denote complex conjugation. The one-electron Hamiltonian has v₁, v₂ on the diagonal and −t off it, so the orbital energy is

E(φ) = v₁|φ₁|² + v₂|φ₂|² − 2t Re(φ̄₁φ₂).

A ground orbital is a normalised orbital that minimises E. Doubly occupied, it puts 2|φ₁|² and 2|φ₂|² electrons on the sites.

Write p = √n₁ and q = √n₂, so that p² + q² = 2, and suppose that the potential difference has the stated value. Then

v₁ − v₂ = t(q² − p²)/(pq) = tq/p − tp/q,

so v₁ − tq/p and v₂ − tp/q are the same number; call it ε. Substitute v₁ = ε + tq/p and v₂ = ε + tp/q into the energy and use normalisation:

E(φ) = ε + (t/pq)(q²|φ₁|² + p²|φ₂|² − 2pq Re(φ̄₁φ₂))

E(φ) = ε + (t/pq)|qφ₁ − pφ₂|².

The square is never negative, and it vanishes for the normalised orbital (p/√2, q/√2). The ground orbitals are therefore exactly the normalised orbitals with qφ₁ = pφ₂.

Taking absolute squares gives n₂|φ₁|² = n₁|φ₂|² = n₁(1 − |φ₁|²). Since n₁ + n₂ = 2, this means 2|φ₁|² = n₁, and hence 2|φ₂|² = n₂. Multiplying qφ₁ = pφ₂ by φ̄₁ gives

φ̄₁φ₂ = q|φ₁|²/p = pq/2.

Each electron contributes −2t Re(φ̄₁φ₂) = −tpq, so the total hopping energy is −2tpq = −2t√(n₁n₂).

For the converse, start from any potential difference d = v₁ − v₂ and set

R = √(d² + 4t²), m₁ = 1 − d/R, m₂ = 1 + d/R.

Because |d| < R, both numbers are positive, and they add up to 2. Moreover m₁m₂ = 1 − d²/R² = (2t/R)², so

t(m₂ − m₁)/√(m₁m₂) = t(2d/R)/(2t/R) = d.

By the first half, every ground orbital at this d has occupations m₁, m₂. If its occupations are n₁, n₂, then n₁ = m₁ and n₂ = m₂, and the last equation is the required formula.

At n₁ = n₂ = 1 the potentials are equal and the hopping energy is −2t. As n₁ → 0, the potential difference grows like t√(2/n₁) and the hopping energy tends to zero: no finite potential empties a site completely.

## The dimer and its orbitals in Lean

```lean
import Mathlib

open Matrix

namespace HubbardDimerDensity

noncomputable section
```

The Hamiltonian is a complex 2×2 matrix with real parameters. Lean numbers the sites from zero, so φ₁ and φ₂ above are `φ 0` and `φ 1`, while the potentials keep the names `v₁` and `v₂`.

```lean
/-- The one-electron Hamiltonian of a dimer with site potentials `v₁`, `v₂` and hopping `t`. -/
def dimerH (t v₁ v₂ : ℝ) : Matrix (Fin 2) (Fin 2) ℂ :=
  !![(v₁ : ℂ), -(t : ℂ); -(t : ℂ), (v₂ : ℂ)]
```

The energy is the expectation value ⟨φ|H|φ⟩. The dimer matrix is Hermitian, so taking the real part discards nothing.

```lean
/-- The energy expectation value of an orbital (real part of `⟨φ|H|φ⟩`). -/
def energy (H : Matrix (Fin 2) (Fin 2) ℂ) (φ : Fin 2 → ℂ) : ℝ :=
  (star φ ⬝ᵥ (H *ᵥ φ)).re
```

Normalisation and the ground-state property follow the text. `IsGroundOrbital` is a variational definition: it compares an orbital with all normalised complex orbitals and mentions no eigenvalue.

```lean
/-- The site probabilities of the orbital add up to one. -/
def IsNormalised (φ : Fin 2 → ℂ) : Prop := ∑ i, Complex.normSq (φ i) = 1

/-- A ground orbital is a normalised orbital of least energy among all normalised orbitals. -/
def IsGroundOrbital (H : Matrix (Fin 2) (Fin 2) ℂ) (φ : Fin 2 → ℂ) : Prop :=
  IsNormalised φ ∧ ∀ ψ, IsNormalised ψ → energy H φ ≤ energy H ψ
```

Double occupation enters through the factor 2 in the next two definitions. Spin is not represented otherwise. The hopping energy is the expectation value with both site potentials set to zero.

```lean
/-- The occupation of site `i` when the orbital holds two electrons. -/
def occ (φ : Fin 2 → ℂ) (i : Fin 2) : ℝ := 2 * Complex.normSq (φ i)

/-- The total hopping energy of two electrons in the orbital. -/
def hopping (t : ℝ) (φ : Fin 2 → ℂ) : ℝ := 2 * energy (dimerH t 0 0) φ
```

The trial orbital of the derivation takes p and q as arguments. It is normalised when p² + q² = 2.

```lean
/-- The orbital with real site amplitudes `p/√2` and `q/√2`. -/
def dimerOrbital (p q : ℝ) : Fin 2 → ℂ :=
  ![((p / √2 : ℝ) : ℂ), ((q / √2 : ℝ) : ℂ)]
```

## The energy as a constant plus a square

The first theorem expands the matrix expression. The bracket with real and imaginary parts is Re(φ̄₁φ₂).

```lean
/-- The orbital energy is the potential energy on the two sites plus the hopping term. -/
theorem energy_dimer (t v₁ v₂ : ℝ) (φ : Fin 2 → ℂ) :
    energy (dimerH t v₁ v₂) φ = v₁ * Complex.normSq (φ 0) + v₂ * Complex.normSq (φ 1)
      - 2 * t * ((φ 0).re * (φ 1).re + (φ 0).im * (φ 1).im) := by
  simp [energy, dimerH, Matrix.mulVec, dotProduct, Fin.sum_univ_two, Complex.normSq_apply]
  ring
```

Next comes the completed square, with ε written as `v₁ - t * q / p`. In the proof, `hs` expands |qφ₁ − pφ₂|², `hN` eliminates |φ₂|² by normalisation, and `hv2` eliminates v₂. What remains is an identity of fractions, settled by `field_simp` and `ring`.

```lean
/-- At the potential difference `t(q² - p²)/(pq)`, the energy of a normalised orbital is a
constant plus a multiple of `|q φ₁ - p φ₂|²`. -/
theorem energy_complete_square {t v₁ v₂ p q : ℝ} (hp : 0 < p) (hq : 0 < q)
    (hv : v₁ - v₂ = t * (q ^ 2 - p ^ 2) / (p * q)) {φ : Fin 2 → ℂ} (hφ : IsNormalised φ) :
    energy (dimerH t v₁ v₂) φ =
      v₁ - t * q / p + t / (p * q) * Complex.normSq ((q : ℂ) * φ 0 - (p : ℂ) * φ 1) := by
  have hs : Complex.normSq ((q : ℂ) * φ 0 - (p : ℂ) * φ 1) =
      q ^ 2 * Complex.normSq (φ 0) + p ^ 2 * Complex.normSq (φ 1)
        - 2 * p * q * ((φ 0).re * (φ 1).re + (φ 0).im * (φ 1).im) := by
    simp only [Complex.normSq_apply, Complex.sub_re, Complex.sub_im,
      Complex.re_ofReal_mul, Complex.im_ofReal_mul]
    ring
  have hN : Complex.normSq (φ 1) = 1 - Complex.normSq (φ 0) := by
    unfold IsNormalised at hφ
    rw [Fin.sum_univ_two] at hφ
    linarith
  have hv2 : v₂ = v₁ - t * (q ^ 2 - p ^ 2) / (p * q) := by linarith
  rw [energy_dimer, hs, hN, hv2]
  field_simp
  ring
```

For positive t, p and q, the square then characterises the ground orbitals. From left to right, a ground orbital is compared with `dimerOrbital p q`, whose square is zero (`hz`). A positive square would give the ground orbital the higher energy, so its square vanishes too. From right to left, every competitor has the same constant plus a non-negative term.

```lean
/-- At the potential difference `t(q² - p²)/(pq)` with `p² + q² = 2`, a normalised orbital is a
ground orbital exactly when its site amplitudes are in the ratio `p : q`. -/
theorem ground_iff_ratio {t v₁ v₂ p q : ℝ} (ht : 0 < t) (hp : 0 < p) (hq : 0 < q)
    (hpq : p ^ 2 + q ^ 2 = 2) (hv : v₁ - v₂ = t * (q ^ 2 - p ^ 2) / (p * q))
    {φ : Fin 2 → ℂ} (hφ : IsNormalised φ) :
    IsGroundOrbital (dimerH t v₁ v₂) φ ↔ (q : ℂ) * φ 0 = (p : ℂ) * φ 1 := by
  have hc : 0 < t / (p * q) := by positivity
  constructor
  · intro hg
    -- compare with the orbital for which the square vanishes
    have hn : IsNormalised (dimerOrbital p q) := by
      unfold IsNormalised
      rw [Fin.sum_univ_two]
      show Complex.normSq ((p / √2 : ℝ) : ℂ) + Complex.normSq ((q / √2 : ℝ) : ℂ) = 1
      rw [Complex.normSq_ofReal, Complex.normSq_ofReal, div_mul_div_comm, div_mul_div_comm,
        Real.mul_self_sqrt (by norm_num)]
      linear_combination hpq / 2
    have hz : (q : ℂ) * dimerOrbital p q 0 - (p : ℂ) * dimerOrbital p q 1 = 0 := by
      show (q : ℂ) * ((p / √2 : ℝ) : ℂ) - (p : ℂ) * ((q / √2 : ℝ) : ℂ) = 0
      push_cast
      ring
    have hle := hg.2 _ hn
    rw [energy_complete_square hp hq hv hφ, energy_complete_square hp hq hv hn, hz,
      Complex.normSq_zero, mul_zero] at hle
    have h0 := Complex.normSq_nonneg ((q : ℂ) * φ 0 - (p : ℂ) * φ 1)
    have h1 : Complex.normSq ((q : ℂ) * φ 0 - (p : ℂ) * φ 1) = 0 := by
      by_contra hne
      have := mul_pos hc (lt_of_le_of_ne h0 (Ne.symm hne))
      linarith
    exact sub_eq_zero.mp (Complex.normSq_eq_zero.mp h1)
  · intro h
    refine ⟨hφ, fun ψ hψ => ?_⟩
    rw [energy_complete_square hp hq hv hφ, energy_complete_square hp hq hv hψ,
      sub_eq_zero.mpr h, Complex.normSq_zero, mul_zero]
    have := mul_nonneg hc.le (Complex.normSq_nonneg ((q : ℂ) * ψ 0 - (p : ℂ) * ψ 1))
    linarith
```

## Occupations and hopping energy from the potential

This theorem is the first half of the equivalence, together with the hopping energy. As in the opening, t, n₁ and n₂ are positive and n₁ + n₂ = 2. It sets p = √n₁ and q = √n₂ and splits qφ₁ = pφ₂ into its real part `hr` and imaginary part `hi`. The equation `hE` is n₂|φ₁|² = n₁|φ₂|², `h0` is 2|φ₁|² = n₁, and `hR` is 2 Re(φ̄₁φ₂) = √n₁√n₂. The `linear_combination` calls state which multiples of the known equations are added to reach each one.

```lean
/-- At the potential difference `t(n₂ - n₁)/√(n₁n₂)`, every ground orbital has occupations
`n₁`, `n₂` and total hopping energy `-2t√(n₁n₂)`. -/
theorem density_of_potential {t v₁ v₂ n₁ n₂ : ℝ} (ht : 0 < t) (h₁ : 0 < n₁) (h₂ : 0 < n₂)
    (hn : n₁ + n₂ = 2) (hv : v₁ - v₂ = t * (n₂ - n₁) / √(n₁ * n₂))
    {φ : Fin 2 → ℂ} (hg : IsGroundOrbital (dimerH t v₁ v₂) φ) :
    occ φ 0 = n₁ ∧ occ φ 1 = n₂ ∧ hopping t φ = -2 * t * √(n₁ * n₂) := by
  have hp := Real.sqrt_pos.mpr h₁
  have hq := Real.sqrt_pos.mpr h₂
  have hp2 := Real.sq_sqrt h₁.le
  have hq2 := Real.sq_sqrt h₂.le
  rw [Real.sqrt_mul h₁.le] at hv ⊢
  have h := (ground_iff_ratio ht hp hq (by rw [hp2, hq2]; exact hn)
    (by rw [hp2, hq2]; exact hv) hg.1).mp hg
  have hr := congrArg Complex.re h
  have hi := congrArg Complex.im h
  simp only [Complex.re_ofReal_mul, Complex.im_ofReal_mul] at hr hi
  have hN := hg.1
  unfold IsNormalised at hN
  rw [Fin.sum_univ_two, Complex.normSq_apply, Complex.normSq_apply] at hN
  -- the amplitude ratio fixes the ratio of the occupations
  have hE : n₂ * ((φ 0).re * (φ 0).re + (φ 0).im * (φ 0).im)
      = n₁ * ((φ 1).re * (φ 1).re + (φ 1).im * (φ 1).im) := by
    rw [← hp2, ← hq2]
    linear_combination (√n₂ * (φ 0).re + √n₁ * (φ 1).re) * hr
      + (√n₂ * (φ 0).im + √n₁ * (φ 1).im) * hi
  have h0 : 2 * ((φ 0).re * (φ 0).re + (φ 0).im * (φ 0).im) = n₁ := by
    linear_combination hE + n₁ * hN
      - ((φ 0).re * (φ 0).re + (φ 0).im * (φ 0).im) * hn
  have hR : 2 * ((φ 0).re * (φ 1).re + (φ 0).im * (φ 1).im) = √n₁ * √n₂ := by
    apply mul_left_cancel₀ hp.ne'
    linear_combination -2 * (φ 0).re * hr - 2 * (φ 0).im * hi + √n₂ * h0 - √n₂ * hp2
  refine ⟨?_, ?_, ?_⟩
  · rw [occ, Complex.normSq_apply]
    exact h0
  · rw [occ, Complex.normSq_apply]
    linear_combination 2 * hN - h0 - hn
  · rw [hopping, energy_dimer]
    linear_combination -2 * t * hR
```

## Recovering the potential from the density

The inversion concerns real numbers only and assumes t > 0. The identity `hcirc`, (d/R)² + (2t/R)² = 1, turns the product of the two occupations into the square of 2t/R, whose root is then immediate.

```lean
/-- Every potential difference `d` has the form `t(n₂ - n₁)/√(n₁n₂)` with the positive
occupations `1 ∓ d/√(d² + 4t²)`. -/
theorem potential_inversion {t : ℝ} (ht : 0 < t) (d : ℝ) :
    0 < 1 - d / √(d ^ 2 + 4 * t ^ 2) ∧ 0 < 1 + d / √(d ^ 2 + 4 * t ^ 2) ∧
    d = t * ((1 + d / √(d ^ 2 + 4 * t ^ 2)) - (1 - d / √(d ^ 2 + 4 * t ^ 2))) /
      √((1 - d / √(d ^ 2 + 4 * t ^ 2)) * (1 + d / √(d ^ 2 + 4 * t ^ 2))) := by
  have hR : 0 < √(d ^ 2 + 4 * t ^ 2) := Real.sqrt_pos.mpr (by positivity)
  have hR2 : √(d ^ 2 + 4 * t ^ 2) ^ 2 = d ^ 2 + 4 * t ^ 2 := Real.sq_sqrt (by positivity)
  generalize √(d ^ 2 + 4 * t ^ 2) = R at hR hR2 ⊢
  have ht2 : 0 < t ^ 2 := by positivity
  have hlt : d < R := by nlinarith
  have hgt : -R < d := by nlinarith
  have hx : d / R < 1 := (div_lt_one hR).mpr hlt
  have hy : -1 < d / R := by
    rw [lt_div_iff₀ hR]
    linarith
  have hcirc : (d / R) ^ 2 + (2 * t / R) ^ 2 = 1 := by
    rw [div_pow, div_pow, ← add_div, div_eq_iff (by positivity)]
    linear_combination -hR2
  have hprod : (1 - d / R) * (1 + d / R) = (2 * t / R) ^ 2 := by
    linear_combination -hcirc
  refine ⟨by linarith, by linarith, ?_⟩
  rw [hprod, Real.sqrt_sq (by positivity), eq_div_iff (by positivity)]
  ring
```

Inserting these occupations into `density_of_potential` gives, again for t > 0, the density of any ground orbital in terms of the potential difference.

```lean
/-- The occupations of any ground orbital are `1 ∓ d/√(d² + 4t²)`, where `d = v₁ - v₂`. -/
theorem ground_occupations {t v₁ v₂ : ℝ} (ht : 0 < t) {φ : Fin 2 → ℂ}
    (hg : IsGroundOrbital (dimerH t v₁ v₂) φ) :
    occ φ 0 = 1 - (v₁ - v₂) / √((v₁ - v₂) ^ 2 + 4 * t ^ 2) ∧
    occ φ 1 = 1 + (v₁ - v₂) / √((v₁ - v₂) ^ 2 + 4 * t ^ 2) := by
  obtain ⟨h₁, h₂, hv⟩ := potential_inversion ht (v₁ - v₂)
  have h := density_of_potential ht h₁ h₂ (by ring) hv hg
  exact ⟨h.1, h.2.1⟩
```

The main theorem again assumes that t, n₁ and n₂ are positive and that n₁ + n₂ = 2. It takes a ground orbital as a hypothesis and has two parts: the equivalence between density and potential difference, and the hopping energy whenever the occupations are n₁ and n₂. The step `key` is the converse argument above, with the explicit occupations replaced by the given ones. Only the difference v₁ − v₂ is determined, since a common shift of both potentials leaves the orbitals unchanged.

```lean
/-- A doubly occupied ground orbital of the dimer has occupations `n₁`, `n₂` exactly when
`v₁ - v₂ = t(n₂ - n₁)/√(n₁n₂)`, and its total hopping energy is then `-2t√(n₁n₂)`. -/
theorem density_iff_potential {t v₁ v₂ n₁ n₂ : ℝ} (ht : 0 < t) (h₁ : 0 < n₁) (h₂ : 0 < n₂)
    (hn : n₁ + n₂ = 2) {φ : Fin 2 → ℂ} (hg : IsGroundOrbital (dimerH t v₁ v₂) φ) :
    ((occ φ 0 = n₁ ∧ occ φ 1 = n₂) ↔ v₁ - v₂ = t * (n₂ - n₁) / √(n₁ * n₂)) ∧
    (occ φ 0 = n₁ ∧ occ φ 1 = n₂ → hopping t φ = -2 * t * √(n₁ * n₂)) := by
  have key : occ φ 0 = n₁ ∧ occ φ 1 = n₂ → v₁ - v₂ = t * (n₂ - n₁) / √(n₁ * n₂) := by
    rintro ⟨ha, hb⟩
    -- the explicit occupations reproduce the potential difference
    obtain ⟨hc, hd⟩ := ground_occupations ht hg
    have hv := (potential_inversion ht (v₁ - v₂)).2.2
    rw [← hc, ← hd, ha, hb] at hv
    exact hv
  refine ⟨⟨key, fun hv => ?_⟩, fun h => (density_of_potential ht h₁ h₂ hn (key h) hg).2.2⟩
  have h := density_of_potential ht h₁ h₂ hn hv hg
  exact ⟨h.1, h.2.1⟩
```

The strict inequalities `h₁` and `h₂` matter. If they were weakened to allow n₁ = 0 and n₂ = 2, Lean's convention that division by zero gives zero would turn the potential condition into v₁ = v₂. The ground orbital there has occupations 1 and 1, and the equivalence would be false.

## An explicit ground orbital and the least hopping energy

For t > 0 and positive n₁, n₂ with n₁ + n₂ = 2, the orbital with amplitudes √(n₁/2) and √(n₂/2) is a ground orbital at the matching potential difference. The proof checks its normalisation and the ratio condition.

```lean
/-- At the potential difference `t(n₂ - n₁)/√(n₁n₂)`, the orbital with site amplitudes
`√n₁/√2` and `√n₂/√2` is a ground orbital. -/
theorem dimerOrbital_ground {t v₁ v₂ n₁ n₂ : ℝ} (ht : 0 < t) (h₁ : 0 < n₁) (h₂ : 0 < n₂)
    (hn : n₁ + n₂ = 2) (hv : v₁ - v₂ = t * (n₂ - n₁) / √(n₁ * n₂)) :
    IsGroundOrbital (dimerH t v₁ v₂) (dimerOrbital (√n₁) (√n₂)) := by
  have hp2 := Real.sq_sqrt h₁.le
  have hq2 := Real.sq_sqrt h₂.le
  rw [Real.sqrt_mul h₁.le] at hv
  have hN : IsNormalised (dimerOrbital (√n₁) (√n₂)) := by
    unfold IsNormalised
    rw [Fin.sum_univ_two]
    show Complex.normSq ((√n₁ / √2 : ℝ) : ℂ) + Complex.normSq ((√n₂ / √2 : ℝ) : ℂ) = 1
    rw [Complex.normSq_ofReal, Complex.normSq_ofReal, div_mul_div_comm, div_mul_div_comm,
      Real.mul_self_sqrt (by norm_num : (0 : ℝ) ≤ 2)]
    linear_combination (hp2 + hq2 + hn) / 2
  refine (ground_iff_ratio ht (Real.sqrt_pos.mpr h₁) (Real.sqrt_pos.mpr h₂)
    (by rw [hp2, hq2]; exact hn) (by rw [hp2, hq2]; exact hv) hN).mpr ?_
  show ((√n₂ : ℝ) : ℂ) * ((√n₁ / √2 : ℝ) : ℂ) = ((√n₁ : ℝ) : ℂ) * ((√n₂ / √2 : ℝ) : ℂ)
  push_cast
  ring
```

The last theorem compares orbitals by their own densities, with no reference to a potential. Since Re(φ̄₁φ₂) ≤ |φ₁||φ₂|, the total hopping energy satisfies

−4t Re(φ̄₁φ₂) ≥ −4t|φ₁||φ₂| = −2t√(n₁n₂),

where n₁ and n₂ are now the occupations of the orbital itself. In Lean the inequality is first proved in squared form, using the square of the imaginary part of φ̄₁φ₂, and then the root is taken. The theorem assumes t ≥ 0, but neither normalisation nor a ground-state property.

```lean
/-- The total hopping energy of any doubly occupied orbital is at least `-2t√(n₁n₂)`, where
`n₁`, `n₂` are its own site occupations. -/
theorem hopping_lower_bound {t : ℝ} (ht : 0 ≤ t) (φ : Fin 2 → ℂ) :
    -2 * t * √(occ φ 0 * occ φ 1) ≤ hopping t φ := by
  have hsq : (2 * ((φ 0).re * (φ 1).re + (φ 0).im * (φ 1).im)) ^ 2 ≤ occ φ 0 * occ φ 1 := by
    simp only [occ, Complex.normSq_apply]
    nlinarith [sq_nonneg ((φ 0).re * (φ 1).im - (φ 0).im * (φ 1).re)]
  have h := mul_le_mul_of_nonneg_left ((le_abs_self _).trans (Real.abs_le_sqrt hsq)) ht
  rw [hopping, energy_dimer]
  linarith

end

end HubbardDimerDensity
```

For t > 0 and positive occupations adding up to 2, the ground orbital just constructed attains this bound. The value −2t√(n₁n₂) is thus the result of a constrained search over single doubly occupied orbitals with the given density. Correlated two-electron states are not treated here.

```lean
#print axioms HubbardDimerDensity.density_of_potential
#print axioms HubbardDimerDensity.density_iff_potential
#print axioms HubbardDimerDensity.dimerOrbital_ground
#print axioms HubbardDimerDensity.hopping_lower_bound
```

```
'HubbardDimerDensity.density_of_potential' depends on axioms: [propext, Classical.choice, Quot.sound]
'HubbardDimerDensity.density_iff_potential' depends on axioms: [propext, Classical.choice, Quot.sound]
'HubbardDimerDensity.dimerOrbital_ground' depends on axioms: [propext, Classical.choice, Quot.sound]
'HubbardDimerDensity.hopping_lower_bound' depends on axioms: [propext, Classical.choice, Quot.sound]
```
